# A noninteracting bath at μ = U/2 gives the Hubbard dimer too high an energy when t ≠ 0 and U ≠ 0

Two electrons occupy a symmetric Hubbard dimer with hopping t and on-site repulsion U. Treat site 1 as an impurity and site 2 as a bath without repulsion, and set the impurity's chemical potential to μ = U/2. For t ≠ 0 and U ≠ 0, every singlet ground state of this embedding problem has, on average, one electron on the impurity, and its energy in the fully interacting dimer is

−8t²/R + (U/2)(1 − U/(2R)), with R = √(U²/4 + 16t²).

This is strictly above the exact energy, (U − √(U² + 16t²))/2.

## The dimer and its bath

In the singlet basis (pair on site 1, covalent singlet, pair on site 2), a dimer with repulsion u on both sites has the Hamiltonian

M(u) = [u, −√2 t, 0; −√2 t, 0, −√2 t; 0, −√2 t, u].

In the embedding Hamiltonian, U and μ act on site 1 only, so the diagonal becomes (U − 2μ, −μ, 0). The chemical potential compensates the impurity's repulsion, which would otherwise push charge into the bath. At μ = U/2 the diagonal is (0, −U/2, 0), hence

embedding Hamiltonian = M(U/2) − (U/2)·1.

A constant shift leaves the ground states unchanged: the one-sided repulsion U acts like a repulsion U/2 on both sites.

In density-matrix embedding, this two-site model isolates the error of leaving repulsion off the bath, because impurity and bath together already span the whole system.

## What is stated

`dimer t u` is M(u), and `embedding t U μ` is the embedding Hamiltonian. A state is a real vector `ψ : Fin 3 → ℝ`, with components ψ₀, ψ₁, ψ₂ in the basis order above. `IsGroundState A ψ` says that ψ has unit norm and that its energy bounds x·Ax/(x·x) from below for every nonzero x. No eigenvalue equation is assumed.

`lowest_isLeast` says that, for t ≠ 0, (u − √(u² + 16t²))/2 is the least real number with a nonzero real eigenvector of M(u). `embedding_energy` contains the three claims of the opening: the impurity occupation 2ψ₀² + ψ₁² = 1, the energy formula and the strict inequality. Both t and U may have either sign.

The matrices are the starting point; they are not derived from a second-quantised Hamiltonian. Triplets and other electron numbers are absent. The bath is given, with no Schmidt decomposition or self-consistency loop, and μ is set to U/2, not searched for.

## Derivation

Let t ≠ 0, R = √(u² + 16t²), E = (u − R)/2 and P = u − E = (u + R)/2. At u = U/2 this R is the one in the opening. Squaring 2E − u = −R gives

E² = uE + 4t², or equivalently EP = −4t².

Since R > |u|, P is positive. The energy of a vector x is

x·M(u)x = u(x₀² + x₂²) − 2√2 t x₁(x₀ + x₂).

Subtract E(x₀² + x₁² + x₂²), multiply by P and use −EP = 4t²:

P(x·M(u)x − E x·x) = ½[P(x₀ + x₂) − 2√2 t x₁]² + ½[P(x₀ − x₂)]².

The right side is nonnegative, so no normalised state lies below E. Both squares vanish for

(√2 t, P, √2 t)/√(4t² + P²),

so E is attained. This vector is an eigenvector: the outer rows give √2 t(u − P) = √2 t E, and the middle row gives −4t² = EP, each before normalisation. Any eigenvalue is the energy of its normalised eigenvector, so E is the least one.

Every ground state ψ has energy E, so both squares vanish for it:

ψ₂ = ψ₀ and Pψ₀ = √2 t ψ₁.

Thus ψ₁² = P²ψ₀²/(2t²), and normalisation gives ψ₀² = 2t²/(4t² + P²). Because 4t² + P² = P(P − E) = PR, the pair weight is

2ψ₀² = 4t²/(PR) = −E/R = ½(1 − u/R).

The hopping energy is −4√2 t ψ₀ψ₁ = −4Pψ₀² = −8t²/R. Under a different repulsion v, the energy of ψ is therefore

ψ·M(v)ψ = −8t²/R + (v/2)(1 − u/R).

With S = √(v² + 16t²), its excess over the exact level (v − S)/2 is

(SR − uv − 16t²)/(2R).

Since S²R² − (uv + 16t²)² = 16t²(u − v)², this is positive for u ≠ v. Setting u = U/2 and v = U gives the energy claims. The occupation follows from ψ₂ = ψ₀, since 2ψ₀² + ψ₁² is then the squared norm.

## Numbers for t = 1, U = 6

Here u = 3, R = 5, E = −1 and P = 4. The embedding state is (√2, 4, √2)/√20, with weights 0.1, 0.8 and 0.1. Its energy in the full dimer is −8/5 + 3(1 − 3/5) = −0.4. The exact energy is (6 − √52)/2 ≈ −0.606, so the error is about 0.206.

## Weak and strong repulsion

At U = 0 both formulas give −2|t|, and the error vanishes. For U much larger than |t|, the exact energy tends to −4t²/U, the superexchange energy. In the embedding energy the hopping term −16t²/U and the repulsion term +16t²/U cancel at this order, so that gain is lost. The strong-repulsion expansion is an addition to what the file establishes.

## The Lean file

```lean
import Mathlib

open Matrix

namespace DimerBathEmbedding

noncomputable section

/-- The singlet Hamiltonian of two electrons on a dimer with hopping `t` and repulsion `u` on
both sites, in the basis (pair on site 1, covalent singlet, pair on site 2). -/
def dimer (t u : ℝ) : Matrix (Fin 3) (Fin 3) ℝ :=
  !![u, -(√2 * t), 0; -(√2 * t), 0, -(√2 * t); 0, -(√2 * t), u]

/-- The embedding Hamiltonian in the same basis: repulsion `U` and chemical potential `μ` act on
the impurity (site 1) only, and the bath (site 2) is noninteracting. -/
def embedding (t U μ : ℝ) : Matrix (Fin 3) (Fin 3) ℝ :=
  !![U - 2 * μ, -(√2 * t), 0; -(√2 * t), -μ, -(√2 * t); 0, -(√2 * t), 0]

/-- The closed formula for the lowest level of the dimer. -/
def lowest (t u : ℝ) : ℝ := (u - √(u ^ 2 + 16 * t ^ 2)) / 2

/-- A ground state of `A` is a unit vector whose energy is a lower bound for the energy of every
vector `x`, relative to the squared norm of `x`. -/
def IsGroundState (A : Matrix (Fin 3) (Fin 3) ℝ) (ψ : Fin 3 → ℝ) : Prop :=
  ψ ⬝ᵥ ψ = 1 ∧ ∀ x : Fin 3 → ℝ, (ψ ⬝ᵥ A *ᵥ ψ) * (x ⬝ᵥ x) ≤ x ⬝ᵥ A *ᵥ x

/-- An explicit normalised state of the dimer, for `t ≠ 0`. -/
def groundVec (t u : ℝ) : Fin 3 → ℝ :=
  (√(4 * t ^ 2 + (u - lowest t u) ^ 2))⁻¹ • ![√2 * t, u - lowest t u, √2 * t]

/-- For `t ≠ 0`, the lowest level `E` solves the quadratic equation `E² = u E + 4 t²` and lies below
`u`. -/
theorem lowest_quadratic {t : ℝ} (ht : t ≠ 0) (u : ℝ) :
    lowest t u ^ 2 = u * lowest t u + 4 * t ^ 2 ∧ 0 < u - lowest t u := by
  have h := Real.sq_sqrt (show 0 ≤ u ^ 2 + 16 * t ^ 2 by positivity)
  have h1 : |u| < √(u ^ 2 + 16 * t ^ 2) := by
    rw [Real.lt_sqrt (abs_nonneg u), sq_abs]
    have : 0 < t ^ 2 := by positivity
    linarith
  have h2 := neg_abs_le u
  unfold lowest
  constructor
  · linear_combination h / 4
  · linarith

/-- The energy of a state is the repulsion of its two pair components plus the hopping between
them and the covalent component. -/
theorem dimer_energy (t u : ℝ) (x : Fin 3 → ℝ) :
    x ⬝ᵥ dimer t u *ᵥ x
      = u * (x 0 ^ 2 + x 2 ^ 2) - 2 * √2 * t * x 1 * (x 0 + x 2) := by
  simp [dimer, Matrix.mulVec, dotProduct, Fin.sum_univ_three]
  ring

/-- For `t ≠ 0`, the energy of a state above the lowest level, times `u - E`, is a sum of two
squares. -/
theorem excess_energy {t : ℝ} (ht : t ≠ 0) (u : ℝ) (x : Fin 3 → ℝ) :
    (u - lowest t u) * (x ⬝ᵥ dimer t u *ᵥ x - lowest t u * (x ⬝ᵥ x))
      = (((u - lowest t u) * (x 0 + x 2) - 2 * √2 * t * x 1) ^ 2
        + ((u - lowest t u) * (x 0 - x 2)) ^ 2) / 2 := by
  have h := (lowest_quadratic ht u).1
  have hs : √2 ^ 2 = (2 : ℝ) := Real.sq_sqrt (by norm_num)
  rw [dimer_energy]
  simp only [dotProduct, Fin.sum_univ_three]
  linear_combination x 1 ^ 2 * h - 2 * t ^ 2 * x 1 ^ 2 * hs

/-- For `t ≠ 0` the explicit state `groundVec t u` is a ground state of the dimer, and an
eigenvector at the lowest level. -/
theorem groundVec_witness {t : ℝ} (ht : t ≠ 0) (u : ℝ) :
    IsGroundState (dimer t u) (groundVec t u) ∧
      dimer t u *ᵥ groundVec t u = lowest t u • groundVec t u := by
  obtain ⟨h, hP⟩ := lowest_quadratic ht u
  have hs : √2 ^ 2 = (2 : ℝ) := Real.sq_sqrt (by norm_num)
  have hN : 0 < 4 * t ^ 2 + (u - lowest t u) ^ 2 := by positivity
  have hc : ((√(4 * t ^ 2 + (u - lowest t u) ^ 2))⁻¹) ^ 2
      * (4 * t ^ 2 + (u - lowest t u) ^ 2) = 1 := by
    rw [inv_pow, Real.sq_sqrt hN.le, inv_mul_cancel₀ hN.ne']
  have hnorm : groundVec t u ⬝ᵥ groundVec t u = 1 := by
    unfold groundVec
    rw [smul_dotProduct, dotProduct_smul, smul_eq_mul, smul_eq_mul]
    have hv : ![√2 * t, u - lowest t u, √2 * t] ⬝ᵥ ![√2 * t, u - lowest t u, √2 * t]
        = 4 * t ^ 2 + (u - lowest t u) ^ 2 := by
      simp only [dotProduct, Fin.sum_univ_three]
      change √2 * t * (√2 * t) + (u - lowest t u) * (u - lowest t u) + √2 * t * (√2 * t) = _
      linear_combination 2 * t ^ 2 * hs
    rw [hv]
    linear_combination hc
  -- the eigenvalue equation, row by row
  have key : dimer t u *ᵥ ![√2 * t, u - lowest t u, √2 * t]
      = lowest t u • ![√2 * t, u - lowest t u, √2 * t] := by
    ext i
    fin_cases i <;> simp [dimer, Matrix.mulVec, dotProduct, Fin.sum_univ_three]
    · ring
    · linear_combination h - 2 * t ^ 2 * hs
    · ring
  have heig : dimer t u *ᵥ groundVec t u = lowest t u • groundVec t u := by
    unfold groundVec
    rw [Matrix.mulVec_smul, key]
    exact smul_comm _ _ _
  refine ⟨⟨hnorm, fun x => ?_⟩, heig⟩
  rw [heig, dotProduct_smul, hnorm, smul_eq_mul, mul_one]
  have h0 : 0 ≤ (u - lowest t u) * (x ⬝ᵥ dimer t u *ᵥ x - lowest t u * (x ⬝ᵥ x)) := by
    rw [excess_energy ht]
    positivity
  linarith [(mul_nonneg_iff_of_pos_left hP).1 h0]

/-- For `t ≠ 0` the least eigenvalue of the dimer is `(u - √(u² + 16 t²)) / 2`. -/
theorem lowest_isLeast {t : ℝ} (ht : t ≠ 0) (u : ℝ) :
    IsLeast {E : ℝ | ∃ x : Fin 3 → ℝ, x ≠ 0 ∧ dimer t u *ᵥ x = E • x}
      ((u - √(u ^ 2 + 16 * t ^ 2)) / 2) := by
  change IsLeast _ (lowest t u)
  obtain ⟨⟨hn, hmin⟩, heig⟩ := groundVec_witness ht u
  constructor
  · refine ⟨groundVec t u, fun h => ?_, heig⟩
    rw [h] at hn
    simp at hn
  · rintro E ⟨x, hx, hE⟩
    have h := hmin x
    rw [heig, hE, dotProduct_smul, dotProduct_smul, hn, smul_eq_mul, smul_eq_mul, mul_one] at h
    have h0 : 0 ≤ x ⬝ᵥ x := by
      simp only [dotProduct, Fin.sum_univ_three]
      nlinarith [mul_self_nonneg (x 0), mul_self_nonneg (x 1), mul_self_nonneg (x 2)]
    have hpos : 0 < x ⬝ᵥ x :=
      lt_of_le_of_ne h0 (fun h => hx (dotProduct_self_eq_zero.1 h.symm))
    exact le_of_mul_le_mul_right h hpos

/-- For `t ≠ 0`, every ground state of the dimer has equal pair amplitudes on the two sites, in a
fixed ratio to the covalent amplitude. -/
theorem ground_amplitudes {t u : ℝ} (ht : t ≠ 0) {ψ : Fin 3 → ℝ}
    (hψ : IsGroundState (dimer t u) ψ) :
    ψ 2 = ψ 0 ∧ (u - lowest t u) * ψ 0 = √2 * t * ψ 1 := by
  obtain ⟨⟨hn, hmin⟩, heig⟩ := groundVec_witness ht u
  have hP := (lowest_quadratic ht u).2
  have hle := hψ.2 (groundVec t u)
  have hge := hmin ψ
  rw [heig, dotProduct_smul, hn, smul_eq_mul, mul_one, mul_one] at hle
  rw [heig, dotProduct_smul, hn, hψ.1, smul_eq_mul, mul_one, mul_one] at hge
  -- the excess energy vanishes, hence so do both squares
  have hs := excess_energy ht u ψ
  rw [hψ.1, le_antisymm hle hge, mul_one, sub_self, mul_zero] at hs
  have hA := sq_nonneg ((u - lowest t u) * (ψ 0 + ψ 2) - 2 * √2 * t * ψ 1)
  have hB := sq_nonneg ((u - lowest t u) * (ψ 0 - ψ 2))
  have hA0 := (pow_eq_zero_iff two_ne_zero).1 (le_antisymm (by linarith) hA)
  have hB0 := (pow_eq_zero_iff two_ne_zero).1 (le_antisymm (by linarith) hB)
  have hd := (mul_eq_zero.1 hB0).resolve_left hP.ne'
  constructor
  · linarith
  · linear_combination hA0 / 2 + (u - lowest t u) / 2 * hd

/-- For `t ≠ 0`, the energy under repulsion `v` of a ground state belonging to repulsion `u`. -/
theorem transferred_energy {t u : ℝ} (ht : t ≠ 0) (v : ℝ) {ψ : Fin 3 → ℝ}
    (hψ : IsGroundState (dimer t u) ψ) :
    ψ ⬝ᵥ dimer t v *ᵥ ψ = -8 * t ^ 2 / √(u ^ 2 + 16 * t ^ 2)
      + v / 2 * (1 - u / √(u ^ 2 + 16 * t ^ 2)) := by
  obtain ⟨h2, hA⟩ := ground_amplitudes ht hψ
  obtain ⟨h, hP⟩ := lowest_quadratic ht u
  have hs : √2 ^ 2 = (2 : ℝ) := Real.sq_sqrt (by norm_num)
  have hn := hψ.1
  simp only [dotProduct, Fin.sum_univ_three] at hn
  rw [h2] at hn
  have hR : 0 < √(u ^ 2 + 16 * t ^ 2) := by positivity
  have hE : √(u ^ 2 + 16 * t ^ 2) = u - 2 * lowest t u := by
    unfold lowest
    ring
  rw [dimer_energy, h2]
  generalize √(u ^ 2 + 16 * t ^ 2) = R at hR hE ⊢
  -- normalisation fixes the weight of the pair components
  have k0 : (u - lowest t u) * (2 * R * ψ 0 ^ 2 + lowest t u) = 0 := by
    rw [hE]
    linear_combination (2 * ψ 0 ^ 2 - 1) * h
      + 2 * ((u - lowest t u) * ψ 0 + √2 * t * ψ 1) * hA
      + 2 * t ^ 2 * ψ 1 ^ 2 * hs + 4 * t ^ 2 * hn
  have k := (mul_eq_zero.1 k0).resolve_left hP.ne'
  have hr : (-8 * t ^ 2 / R + v / 2 * (1 - u / R)) * R = -8 * t ^ 2 + v / 2 * (R - u) := by
    have h1 : R / R = 1 := div_self hR.ne'
    linear_combination (-8 * t ^ 2 - v / 2 * u) * h1
  apply mul_right_cancel₀ hR.ne'
  rw [hr]
  linear_combination (v - 2 * (u - lowest t u)) * k + 4 * ψ 0 * R * hA - 2 * h - v / 2 * hE

/-- For `t ≠ 0` and `u ≠ v`, a ground state belonging to repulsion `u` has an energy under
repulsion `v` strictly above the lowest level. -/
theorem transferred_energy_gt {t u v : ℝ} (ht : t ≠ 0) (huv : u ≠ v) {ψ : Fin 3 → ℝ}
    (hψ : IsGroundState (dimer t u) ψ) : lowest t v < ψ ⬝ᵥ dimer t v *ᵥ ψ := by
  rw [transferred_energy ht v hψ]
  unfold lowest
  have hR : 0 < √(u ^ 2 + 16 * t ^ 2) := by positivity
  have hS : 0 < √(v ^ 2 + 16 * t ^ 2) := by positivity
  have hR2 := Real.sq_sqrt (show 0 ≤ u ^ 2 + 16 * t ^ 2 by positivity)
  have hS2 := Real.sq_sqrt (show 0 ≤ v ^ 2 + 16 * t ^ 2 by positivity)
  generalize √(u ^ 2 + 16 * t ^ 2) = R at hR hR2 ⊢
  generalize √(v ^ 2 + 16 * t ^ 2) = S at hS hS2 ⊢
  -- strict Cauchy-Schwarz for (u, 4t) and (v, 4t)
  have key : u * v + 16 * t ^ 2 < S * R := by
    apply lt_of_pow_lt_pow_left₀ 2 (by positivity)
    have hd : u - v ≠ 0 := sub_ne_zero.2 huv
    have hpos : 0 < 16 * t ^ 2 * (u - v) ^ 2 := by positivity
    rw [mul_pow, hR2, hS2]
    linarith
  have hdiff : -8 * t ^ 2 / R + v / 2 * (1 - u / R) - (v - S) / 2
      = (S * R - (u * v + 16 * t ^ 2)) / (2 * R) := by
    field_simp
    ring
  have := div_pos (sub_pos.2 key) (show 0 < 2 * R by positivity)
  linarith

/-- At impurity chemical potential `U / 2`, the embedding problem has the same ground states as a
dimer with repulsion `U / 2` on both sites. -/
theorem embedding_ground_iff (t U : ℝ) (ψ : Fin 3 → ℝ) :
    IsGroundState (embedding t U (U / 2)) ψ ↔ IsGroundState (dimer t (U / 2)) ψ := by
  -- the two Hamiltonians differ by a constant
  have e : ∀ x : Fin 3 → ℝ, x ⬝ᵥ embedding t U (U / 2) *ᵥ x
      = x ⬝ᵥ dimer t (U / 2) *ᵥ x - U / 2 * (x ⬝ᵥ x) := by
    intro x
    simp [embedding, dimer, Matrix.mulVec, dotProduct, Fin.sum_univ_three]
    ring
  unfold IsGroundState
  refine and_congr_right fun hn => forall_congr' fun x => ?_
  rw [e ψ, e x, hn]
  constructor <;> intro h <;> linarith

/-- For `t ≠ 0` and `U ≠ 0`, a ground state of the embedding problem at chemical potential `U / 2`
has one electron on the impurity on average, and its energy in the fully interacting dimer has the
closed form shown and lies strictly above the exact one. -/
theorem embedding_energy {t U : ℝ} (ht : t ≠ 0) (hU : U ≠ 0) {ψ : Fin 3 → ℝ}
    (hψ : IsGroundState (embedding t U (U / 2)) ψ) :
    2 * ψ 0 ^ 2 + ψ 1 ^ 2 = 1 ∧
    ψ ⬝ᵥ dimer t U *ᵥ ψ = -8 * t ^ 2 / √(U ^ 2 / 4 + 16 * t ^ 2)
      + U / 2 * (1 - U / (2 * √(U ^ 2 / 4 + 16 * t ^ 2))) ∧
    (U - √(U ^ 2 + 16 * t ^ 2)) / 2 < ψ ⬝ᵥ dimer t U *ᵥ ψ := by
  have hg := (embedding_ground_iff t U ψ).1 hψ
  refine ⟨?_, ?_, transferred_energy_gt ht (fun h => hU (by linarith)) hg⟩
  · have hn := hg.1
    simp only [dotProduct, Fin.sum_univ_three] at hn
    rw [(ground_amplitudes ht hg).1] at hn
    linarith
  · have hsq : (U / 2) ^ 2 = U ^ 2 / 4 := by ring
    rw [transferred_energy ht U hg, hsq, div_div]

end

end DimerBathEmbedding
```

```lean
#print axioms DimerBathEmbedding.dimer_energy
#print axioms DimerBathEmbedding.lowest_isLeast
#print axioms DimerBathEmbedding.embedding_energy
```

```
'DimerBathEmbedding.dimer_energy' depends on axioms: [propext, Classical.choice, Quot.sound]
'DimerBathEmbedding.lowest_isLeast' depends on axioms: [propext, Classical.choice, Quot.sound]
'DimerBathEmbedding.embedding_energy' depends on axioms: [propext, Classical.choice, Quot.sound]
```

## From the squares to the embedding energy

`lowest_quadratic` supplies the quadratic equation and P > 0. `dimer_energy` expands the matrix product, and `excess_energy` proves the sum of squares: `linear_combination` adds the right multiples of the quadratic equation and of (√2)² = 2.

`groundVec_witness` checks the explicit vector's norm and its eigenvalue equation row by row, then obtains minimality from `excess_energy`. `lowest_isLeast` compares any other eigenvector with it.

In `ground_amplitudes`, an arbitrary ground state and the explicit one bound each other's energy, so the energies agree by `le_antisymm`. The left side of the square identity is then zero, and each square must vanish.

`transferred_energy` derives the pair weight in the form 2Rψ₀² + E = 0, named `k`, after cancelling the factor P. `transferred_energy_gt` proves uv + 16t² < SR by comparing squares, and `hdiff` is the formula for the excess.

`embedding_ground_iff` carries out the constant shift inside the definition of a ground state. `embedding_energy` then applies the dimer results at u = U/2 and v = U, where U ≠ 0 ensures u ≠ v.
